# Downfolding at the unperturbed energy overestimates the stabilisation of a model state coupled to a higher outer space

## Hamiltonian, levels and conventions

One model state of real energy \(a\) is coupled by a vector \(b\) to a finite outer space with Hamiltonian \(D\):

\[
H=\begin{pmatrix} a & b^*\\ b & D\end{pmatrix}.
\]

In Lean this is `fullH a b D`. Its index type `Unit ⊕ n` joins the single model state to the outer basis `n`. A star denotes the conjugate transpose, so `star u ⬝ᵥ v` is \(u^*v\), and \(D-e\) means \(D-e\,\mathbb 1\). With `ComplexOrder` open, \(0<z\) for complex \(z\) says that \(z\) is real and positive.

```lean
import Mathlib

open Matrix
open scoped ComplexOrder

namespace FrozenDownfolding

noncomputable section

variable {n : Type*} [Fintype n]

/-- The Hamiltonian with one model state of energy `a`, coupled by the vector `b` to an
outer space with Hamiltonian `D`. -/
def fullH (a : ℝ) (b : n → ℂ) (D : Matrix n n ℂ) : Matrix (Unit ⊕ n) (Unit ⊕ n) ℂ :=
  fromBlocks (of fun _ _ => (a : ℂ)) (of fun _ j => star (b j)) (of fun i _ => b i) D
```

A level is a real eigenvalue with a nonzero eigenvector. The ground energy \(E\) enters the theorems through the hypothesis `IsLeast {e | IsLevel (fullH a b D) e} E`: \(E\) is a level, and no level lies below it.

```lean
/-- The real number `e` is an energy level of `M`: it has a nonzero eigenvector. -/
def IsLevel (M : Matrix n n ℂ) (e : ℝ) : Prop :=
  ∃ v : n → ℂ, v ≠ 0 ∧ M *ᵥ v = (e : ℂ) • v
```

## (a) Action of the Hamiltonian

Write a state as \((c,v)\), with model amplitude \(c\) and outer part \(v\). Show that

\[
H(c,v)=(ac+b^*v,\; cb+Dv).
\]

**Solution.** Multiply out the two block rows. Lean does the same by splitting the index into its two cases and expanding the sums with `simp`.

```lean
/-- The Hamiltonian acts on a state with model amplitude `c` and outer part `v`. -/
theorem fullH_mulVec (a : ℝ) (b : n → ℂ) (D : Matrix n n ℂ) (c : ℂ) (v : n → ℂ) :
    fullH a b D *ᵥ Sum.elim (fun _ => c) v =
      Sum.elim (fun _ => (a : ℂ) * c + star b ⬝ᵥ v) (c • b + D *ᵥ v) := by
  ext (i | i) <;> simp [fullH, mulVec, dotProduct, Fintype.sum_sum_type, mul_comm]
```

## The energy-dependent level shift

For invertible \(D-e\), define \(S(e)=b^*(D-e)^{-1}b\). This shift is counted positive downwards: downfolding at energy \(e\) replaces the model energy \(a\) by \(a-S(e)\). Lean gives \(S(e)\) a complex value, since \(D\) is arbitrary in the definition.

```lean
variable [DecidableEq n]

/-- The downward level shift `b* (D - e)⁻¹ b`, which downfolding at energy `e` subtracts from the
model energy, for `e` such that `D - e` is invertible. -/
def levelShift (e : ℝ) (b : n → ℂ) (D : Matrix n n ℂ) : ℂ :=
  star b ⬝ᵥ ((D - (e : ℂ) • (1 : Matrix n n ℂ))⁻¹ *ᵥ b)
```

## (b) Variational principle

Let \(M\) be Hermitian with lowest level \(E\). Show that, for every \(x\),

\[
E\,x^*x\le x^*Mx .
\]

**Solution.** Take an orthonormal eigenbasis \(u_j\) of \(M-E\), with eigenvalues \(\mu_j\). Then \(Mu_j=(\mu_j+E)u_j\), so \(\mu_j+E\) is a level. Hence \(\mu_j+E\ge E\), which gives \(\mu_j\ge0\) and

\[
x^*(M-E)x=\sum_j\mu_j|u_j^*x|^2\ge0 .
\]

In the code, `hE.2` supplies the minimality of \(E\), and `posSemidef_iff_eigenvalues_nonneg` turns the signs of the eigenvalues into positivity of the matrix.

```lean
/-- Variational principle: for a Hermitian matrix with lowest level `E`, the energy
expectation of any vector is at least `E` times its squared norm. -/
theorem variational {M : Matrix n n ℂ} (hM : M.IsHermitian) {E : ℝ}
    (hE : IsLeast {e | IsLevel M e} E) (x : n → ℂ) :
    E * (star x ⬝ᵥ x).re ≤ (star x ⬝ᵥ (M *ᵥ x)).re := by
  have hs : star (E : ℂ) = E := Complex.conj_ofReal E
  have hN : (M - (E : ℂ) • (1 : Matrix n n ℂ)).IsHermitian := by
    unfold Matrix.IsHermitian
    rw [conjTranspose_sub, conjTranspose_smul, hM.eq, conjTranspose_one, hs]
  -- every eigenvalue of `M - E` is nonnegative, because `E` is the lowest level
  have hP : (M - (E : ℂ) • (1 : Matrix n n ℂ)).PosSemidef := by
    refine hN.posSemidef_iff_eigenvalues_nonneg.mpr (fun j => ?_)
    have h2 := hN.mulVec_eigenvectorBasis j
    have h1 : E ≤ hN.eigenvalues j + E := by
      refine hE.2 ⟨(hN.eigenvectorBasis j).ofLp, fun h => ?_, ?_⟩
      · exact hN.eigenvectorBasis.orthonormal.ne_zero j (WithLp.ofLp_injective 2 h)
      · rw [sub_mulVec, smul_mulVec, one_mulVec] at h2
        ext i
        have h3 := congrFun h2 i
        simp only [Pi.sub_apply, Pi.smul_apply, smul_eq_mul, Complex.real_smul,
          Complex.ofReal_add] at h3 ⊢
        linear_combination h3
    change 0 ≤ hN.eigenvalues j
    linarith
  have h := hP.dotProduct_mulVec_nonneg x
  rw [sub_mulVec, smul_mulVec, one_mulVec, dotProduct_sub, dotProduct_smul] at h
  have h' := (Complex.le_def.mp h).1
  simp only [Complex.zero_re, Complex.sub_re, smul_eq_mul, Complex.re_ofReal_mul] at h'
  linarith
```

## (c) Positivity at lower energies

Let \(D-a\) be positive definite, so that the whole outer spectrum lies above the model energy. Show that

\[
e\le a\;\Longrightarrow\; D-e \text{ is positive definite.}
\]

**Solution.** \(D-e=(D-a)+(a-e)\mathbb 1\) is the sum of a positive definite and a positive semidefinite matrix. This decomposition is `h1`.

```lean
omit [Fintype n] in
/-- If the outer space lies strictly above `a`, it lies strictly above every `e ≤ a`. -/
theorem posDef_of_le {a e : ℝ} {D : Matrix n n ℂ}
    (hD : (D - (a : ℂ) • (1 : Matrix n n ℂ)).PosDef) (h : e ≤ a) :
    (D - (e : ℂ) • (1 : Matrix n n ℂ)).PosDef := by
  have h0 : (0 : ℂ) ≤ ((a - e : ℝ) : ℂ) := Complex.zero_le_real.mpr (sub_nonneg.mpr h)
  have h1 : D - (e : ℂ) • (1 : Matrix n n ℂ) =
      (D - (a : ℂ) • (1 : Matrix n n ℂ)) + ((a - e : ℝ) : ℂ) • (1 : Matrix n n ℂ) := by
    push_cast
    module
  rw [h1]
  exact hD.add_posSemidef (Matrix.PosSemidef.one.smul h0)
```

## (d) Exact downfolding

Let \(D-e\) be invertible. Show that

\[
e\text{ is a level of }H\iff e=a-S(e).
\]

**Solution.** By (a), an eigenvector \((c,v)\) satisfies \(ac+b^*v=ec\) and \(cb+Dv=ev\). The second equation gives \(v=-c(D-e)^{-1}b\). If \(c\) were zero, \(v\) would vanish too, so \(c\ne0\). The first equation becomes \(ac-cS(e)=ec\), and division by \(c\) gives the claim.

Conversely, put \(x=(D-e)^{-1}b\) and take the state \((1,-x)\). Its first row is \(a-b^*x=a-S(e)=e\). Its second row is \(b-Dx=(D-e)x-Dx=-ex\). The state is therefore an eigenvector.

In Lean, `h4` is the eliminated outer part and `hc` the statement \(c\neq0\).

```lean
/-- Exact downfolding: when `D - e` is invertible, `e` is a level of the full Hamiltonian
if and only if it solves the self-consistent equation `e = a - b* (D - e)⁻¹ b`. -/
theorem isLevel_iff_downfolded {a e : ℝ} {b : n → ℂ} {D : Matrix n n ℂ}
    (hu : IsUnit (D - (e : ℂ) • (1 : Matrix n n ℂ))) :
    IsLevel (fullH a b D) e ↔ (e : ℂ) = a - levelShift e b D := by
  have hdet := (Matrix.isUnit_iff_isUnit_det _).mp hu
  constructor
  · rintro ⟨x, hx, h⟩
    obtain ⟨c, v, rfl⟩ : ∃ c v, x = Sum.elim (fun _ : Unit => c) v :=
      ⟨x (Sum.inl ()), fun i => x (Sum.inr i), by ext (i | i) <;> rfl⟩
    rw [fullH_mulVec] at h
    have h1 : (a : ℂ) * c + star b ⬝ᵥ v = e * c := congrFun h (Sum.inl ())
    have h2 : c • b + D *ᵥ v = (e : ℂ) • v := funext fun i => congrFun h (Sum.inr i)
    -- eliminate the outer part of the eigenvector
    have h3 : (D - (e : ℂ) • (1 : Matrix n n ℂ)) *ᵥ v = (-c) • b := by
      rw [sub_mulVec, smul_mulVec, one_mulVec, ← h2]
      module
    have h4 : v = (-c) • ((D - (e : ℂ) • (1 : Matrix n n ℂ))⁻¹ *ᵥ b) := by
      rw [← mulVec_smul, ← h3, mulVec_mulVec, nonsing_inv_mul _ hdet, one_mulVec]
    have hc : c ≠ 0 := by
      rintro rfl
      apply hx
      rw [h4]
      ext (i | i) <;> simp
    rw [h4, dotProduct_smul, smul_eq_mul] at h1
    apply mul_right_cancel₀ hc
    unfold levelShift
    linear_combination -h1
  · intro h
    unfold levelShift at h
    have hx : (D - (e : ℂ) • (1 : Matrix n n ℂ)) *ᵥ
        ((D - (e : ℂ) • (1 : Matrix n n ℂ))⁻¹ *ᵥ b) = b := by
      rw [mulVec_mulVec, mul_nonsing_inv _ hdet, one_mulVec]
    generalize (D - (e : ℂ) • (1 : Matrix n n ℂ))⁻¹ *ᵥ b = x at h hx
    rw [sub_mulVec, smul_mulVec, one_mulVec] at hx
    refine ⟨Sum.elim (fun _ => 1) (-x), fun h0 => one_ne_zero (congrFun h0 (Sum.inl ())), ?_⟩
    have h1 : (a : ℂ) * 1 + star b ⬝ᵥ (-x) = e * 1 := by
      rw [dotProduct_neg]
      linear_combination -h
    have h2 : (1 : ℂ) • b + D *ᵥ (-x) = (e : ℂ) • (-x) := by
      rw [mulVec_neg, ← hx]
      module
    rw [fullH_mulVec, h1, h2]
    ext (i | i) <;> rfl
```

## (e) Sign of the frozen shift

Let \(b\ne0\) and \(D-a\) be positive definite. Show that \(S(a)\) is real and

\[
S(a)>0 .
\]

**Solution.** Put \(w=(D-a)^{-1}b\). Since \((D-a)w=b\ne0\), also \(w\ne0\). As \(D-a\) is Hermitian,

\[
S(a)=b^*w=w^*(D-a)w>0 .
\]

The final `rw` moves the matrix onto the bra.

```lean
/-- For nonzero coupling and an outer space strictly above `a`, the downward level shift at `a` is
real and positive. -/
theorem levelShift_pos {a : ℝ} {b : n → ℂ} {D : Matrix n n ℂ} (hb : b ≠ 0)
    (hD : (D - (a : ℂ) • (1 : Matrix n n ℂ)).PosDef) :
    0 < (levelShift a b D).re ∧ (levelShift a b D).im = 0 := by
  have hw : (D - (a : ℂ) • (1 : Matrix n n ℂ)) *ᵥ
      ((D - (a : ℂ) • (1 : Matrix n n ℂ))⁻¹ *ᵥ b) = b := by
    rw [mulVec_mulVec, mul_nonsing_inv _ ((Matrix.isUnit_iff_isUnit_det _).mp hD.isUnit),
      one_mulVec]
  unfold levelShift
  generalize (D - (a : ℂ) • (1 : Matrix n n ℂ))⁻¹ *ᵥ b = w at hw ⊢
  have hw0 : w ≠ 0 := by
    rintro rfl
    exact hb (by rw [← hw, mulVec_zero])
  have h := hD.dotProduct_mulVec_pos hw0
  rw [dotProduct_mulVec, ← hD.isHermitian.eq, ← star_mulVec, hw] at h
  exact ⟨(Complex.lt_def.mp h).1, (Complex.lt_def.mp h).2.symm⟩
```

## (f) The shift at a lower energy

Under the same hypotheses, let \(e<a\). Show that

\[
S(e)<S(a).
\]

**Solution.** Keep \(w\), and put \(x=(D-e)^{-1}b\ne0\) and \(\delta=a-e>0\). Then

\[
(D-a)(w-x)=b-(D-a)x=(D-e)x-(D-a)x=\delta x .
\]

It follows that \(S(a)-S(e)=b^*(w-x)=w^*(D-a)(w-x)=\delta\,w^*x\). Positivity of \(D-a\) gives

\[
0\le (w-x)^*(D-a)(w-x)=\delta\,(w^*x-x^*x),
\]

so \(S(a)-S(e)\ge\delta\,x^*x>0\).

The Lean device that makes this short is `generalize`. The proof first records \((D-a)w=b\) and \((D-e)x=b\), with the inverses written out. Then `generalize` replaces each inverse-times-vector expression by a plain variable, in the recorded equation and in the goal. Only linear equations remain, and no inverse has to be manipulated. `hd` is the displayed identity, and `nlinarith` combines the real parts.

```lean
/-- For nonzero coupling and an outer space strictly above `a`, the downward level shift at any
energy `e < a` is strictly smaller than at `a`. -/
theorem levelShift_lt {a e : ℝ} {b : n → ℂ} {D : Matrix n n ℂ} (hb : b ≠ 0)
    (hD : (D - (a : ℂ) • (1 : Matrix n n ℂ)).PosDef) (he : e < a) :
    (levelShift e b D).re < (levelShift a b D).re := by
  have solve : ∀ B : Matrix n n ℂ, B.PosDef → B *ᵥ (B⁻¹ *ᵥ b) = b := fun B hB => by
    rw [mulVec_mulVec, mul_nonsing_inv _ ((Matrix.isUnit_iff_isUnit_det _).mp hB.isUnit),
      one_mulVec]
  have hw := solve _ hD
  have hx := solve _ (posDef_of_le hD he.le)
  unfold levelShift
  generalize (D - (a : ℂ) • (1 : Matrix n n ℂ))⁻¹ *ᵥ b = w at hw ⊢
  generalize (D - (e : ℂ) • (1 : Matrix n n ℂ))⁻¹ *ᵥ b = x at hx ⊢
  have hx0 : x ≠ 0 := by
    rintro rfl
    exact hb (by rw [← hx, mulVec_zero])
  -- the resolvent identity for the two response vectors
  have hd : (D - (a : ℂ) • (1 : Matrix n n ℂ)) *ᵥ (w - x) = ((a - e : ℝ) : ℂ) • x := by
    rw [mulVec_sub, hw, ← hx]
    simp only [sub_mulVec, smul_mulVec, one_mulVec]
    push_cast
    module
  have h1 : star b ⬝ᵥ (w - x) = ((a - e : ℝ) : ℂ) * (star w ⬝ᵥ x) := by
    rw [← hw, star_mulVec, hD.isHermitian.eq, ← dotProduct_mulVec, hd, dotProduct_smul,
      smul_eq_mul]
  have h2 := hD.posSemidef.dotProduct_mulVec_nonneg (w - x)
  rw [hd, dotProduct_smul, smul_eq_mul, star_sub, sub_dotProduct] at h2
  have h3 := (Matrix.PosDef.one (n := n) (R := ℂ)).dotProduct_mulVec_pos hx0
  rw [one_mulVec] at h3
  rw [dotProduct_sub] at h1
  have r1 := congrArg Complex.re h1
  have r2 := (Complex.le_def.mp h2).1
  have r3 := (Complex.lt_def.mp h3).1
  simp only [Complex.sub_re, Complex.re_ofReal_mul, Complex.zero_re] at r1 r2 r3
  nlinarith [mul_pos (sub_pos.mpr he) r3]
```

## (g) A renormalised upper bound

Let \(D-a\) be positive definite and \(E\) the lowest level of \(H\). With \(w=(D-a)^{-1}b\), show that

\[
E\le a-\frac{S(a)}{1+\|w\|^2}.
\]

**Solution.** Use the unnormalised trial state \(\varphi=(1,-w)\), with \(\varphi^*\varphi=1+\|w\|^2\). Since \(b-Dw=-aw\), part (a) gives \(H\varphi=(a-S(a),-aw)\) and

\[
\varphi^*H\varphi=a(1+\|w\|^2)-S(a).
\]

Apply (b) and divide by the squared norm. Lean also derives that \(H\) is Hermitian (`hH`): positive definiteness of \(D-a\) includes Hermiticity, and \(a\) is real.

```lean
/-- With the outer space strictly above `a`, subtracting from `a` the downward level shift at `a`
divided by `1 + ‖(D - a)⁻¹ b‖²` gives an upper bound to the lowest level. -/
theorem renormalised_upper_bound {a E : ℝ} {b : n → ℂ} {D : Matrix n n ℂ}
    (hD : (D - (a : ℂ) • (1 : Matrix n n ℂ)).PosDef)
    (hE : IsLeast {e | IsLevel (fullH a b D) e} E) :
    E ≤ a - (levelShift a b D).re /
      (1 + ∑ i, ‖((D - (a : ℂ) • (1 : Matrix n n ℂ))⁻¹ *ᵥ b) i‖ ^ 2) := by
  have hs : star (a : ℂ) = a := Complex.conj_ofReal a
  have hDh : D.IsHermitian := by
    have h := hD.isHermitian.eq
    rw [conjTranspose_sub, conjTranspose_smul, conjTranspose_one, hs] at h
    exact sub_left_injective h
  have hH : (fullH a b D).IsHermitian := by
    ext (i | i) (j | j)
    · exact hs
    · rfl
    · exact star_star (b i)
    · exact hDh.apply i j
  have hw : (D - (a : ℂ) • (1 : Matrix n n ℂ)) *ᵥ
      ((D - (a : ℂ) • (1 : Matrix n n ℂ))⁻¹ *ᵥ b) = b := by
    rw [mulVec_mulVec, mul_nonsing_inv _ ((Matrix.isUnit_iff_isUnit_det _).mp hD.isUnit),
      one_mulVec]
  unfold levelShift
  generalize (D - (a : ℂ) • (1 : Matrix n n ℂ))⁻¹ *ᵥ b = w at hw ⊢
  rw [sub_mulVec, smul_mulVec, one_mulVec] at hw
  have hdot : ∀ (c d : ℂ) (u v : n → ℂ), star (Sum.elim (fun _ : Unit => c) u) ⬝ᵥ
      Sum.elim (fun _ : Unit => d) v = star c * d + star u ⬝ᵥ v := by
    intro c d u v
    simp [dotProduct, Fintype.sum_sum_type]
  have hn : (star w ⬝ᵥ w).re = ∑ i, ‖w i‖ ^ 2 := by
    simp only [dotProduct, Complex.re_sum]
    refine Finset.sum_congr rfl fun i _ => ?_
    rw [Complex.sq_norm, Complex.normSq_apply]
    simp
  have h2 : (1 : ℂ) • b + D *ᵥ (-w) = -((a : ℂ) • w) := by
    rw [mulVec_neg, ← hw]
    module
  -- first-order perturbed state as trial vector
  have hv := variational hH hE (Sum.elim (fun _ => 1) (-w))
  rw [fullH_mulVec, h2, hdot, hdot] at hv
  simp only [star_one, one_mul, mul_one, star_neg, neg_dotProduct, dotProduct_neg, neg_neg,
    dotProduct_smul, smul_eq_mul, Complex.add_re, Complex.neg_re, Complex.one_re,
    Complex.ofReal_re, Complex.re_ofReal_mul, hn] at hv
  have hpos : 0 < 1 + ∑ i, ‖w i‖ ^ 2 := by positivity
  have h3 : (star b ⬝ᵥ w).re / (1 + ∑ i, ‖w i‖ ^ 2) ≤ a - E := by
    rw [div_le_iff₀ hpos]
    linarith
  linarith
```

## (h) Two-sided bound on the ground energy

Let \(b\ne0\), \(D-a\) be positive definite and \(E\) the lowest level of \(H\). Show that

\[
a-b^*(D-a)^{-1}b<E<a .
\]

**Solution.** Parts (e) and (g) give \(E<a\). By (c), \(D-E\) is then positive definite and hence invertible, so (d) gives \(E=a-S(E)\). By (f), \(S(E)<S(a)\), and the lower bound follows. Lean takes these steps in the same order, using `.re` to compare the shifts as real numbers.

```lean
/-- Frozen downfolding overestimates the stabilisation: for nonzero coupling and an outer
space strictly above `a`, the lowest level `E` obeys `a - b* (D - a)⁻¹ b < E < a`. -/
theorem frozen_downfolding_overestimates {a E : ℝ} {b : n → ℂ} {D : Matrix n n ℂ}
    (hb : b ≠ 0) (hD : (D - (a : ℂ) • (1 : Matrix n n ℂ)).PosDef)
    (hE : IsLeast {e | IsLevel (fullH a b D) e} E) :
    a - (levelShift a b D).re < E ∧ E < a := by
  have hlt : E < a := by
    have h := renormalised_upper_bound hD hE
    have hS := (levelShift_pos hb hD).1
    have hq : 0 < (levelShift a b D).re /
        (1 + ∑ i, ‖((D - (a : ℂ) • (1 : Matrix n n ℂ))⁻¹ *ᵥ b) i‖ ^ 2) := by positivity
    linarith
  -- compare the self-consistent shift with the frozen one
  have h := congrArg Complex.re
    ((isLevel_iff_downfolded (posDef_of_le hD hlt.le).isUnit).mp hE.1)
  simp only [Complex.sub_re, Complex.ofReal_re] at h
  have hm := levelShift_lt hb hD hlt
  exact ⟨by linarith, hlt⟩
```

The left-hand side is the total energy through second order of perturbation theory when the block-diagonal part of \(H\) is the unperturbed Hamiltonian. For a single model state that lies below a finite outer space and is coupled to it, an effective-Hamiltonian calculation with the energy frozen at \(a\) thus gives too low a ground energy. The theorem does not treat several model states or a continuum.

Positivity of \(D-a\) cannot be weakened to invertibility. For \(a=0\), \(b=2\), \(D=-3\), the levels are \(-4\) and \(1\), while the frozen estimate is \(+4/3\), far above \(E=-4\).

## (i) A two-level example

For \(a=0\), \(b=2\), \(D=3\), show that

\[
E=-1,\qquad a-S(a)=-\tfrac43 .
\]

**Solution.** For \(e<3\), \(S(e)=4/(3-e)\), so \(S(0)=4/3\). By (d), a level below 3 satisfies \(e(3-e)=-4\), that is \((e-4)(e+1)=0\). This holds at \(e=-1\) and at no smaller \(e\). The true stabilisation is 1, and the frozen one is \(4/3\). In Lean, `hL` computes the shift, and the last `nlinarith` excludes levels below \(-1\).

```lean
/-- Two-level instance with `a = 0`, `b = 2`, `D = 3`: the outer space lies above `a`, the
lowest level is `-1`, and frozen downfolding gives `-4/3`. -/
theorem two_level_witness :
    ((3 : ℂ) • (1 : Matrix (Fin 1) (Fin 1) ℂ) - ((0 : ℝ) : ℂ) • 1).PosDef ∧
    IsLeast {e | IsLevel (fullH 0 (fun _ : Fin 1 => 2) ((3 : ℂ) • 1)) e} (-1) ∧
    0 - (levelShift 0 (fun _ : Fin 1 => 2) ((3 : ℂ) • 1)).re = -4 / 3 := by
  have hP : ((3 : ℂ) • (1 : Matrix (Fin 1) (Fin 1) ℂ) - ((0 : ℝ) : ℂ) • 1).PosDef := by
    rw [Complex.ofReal_zero, zero_smul, sub_zero]
    exact Matrix.PosDef.one.smul (by simp : (0 : ℂ) < 3)
  have hL : ∀ e : ℝ, e < 3 →
      levelShift e (fun _ : Fin 1 => 2) ((3 : ℂ) • 1) = ((4 / (3 - e) : ℝ) : ℂ) := by
    intro e he
    have h3 : (3 : ℂ) - e ≠ 0 := by
      exact_mod_cast (sub_pos.mpr he).ne'
    have hi : ((3 : ℂ) • (1 : Matrix (Fin 1) (Fin 1) ℂ) - (e : ℂ) • 1)⁻¹ =
        ((3 : ℂ) - e)⁻¹ • 1 := by
      apply Matrix.inv_eq_right_inv
      rw [← sub_smul, smul_mul_smul_comm, mul_one, mul_inv_cancel₀ h3, one_smul]
    unfold levelShift
    rw [hi, smul_mulVec, one_mulVec]
    simp only [dotProduct, Fin.sum_univ_one, Pi.star_apply, Pi.smul_apply, smul_eq_mul,
      star_ofNat]
    push_cast
    ring
  refine ⟨hP, ⟨?_, fun e he => ?_⟩, ?_⟩
  · refine (isLevel_iff_downfolded (posDef_of_le hP (by norm_num)).isUnit).mpr ?_
    rw [hL _ (by norm_num)]
    norm_num
  · by_contra hc
    have hlt : e < -1 := not_le.mp hc
    have h := (isLevel_iff_downfolded (posDef_of_le hP (by linarith)).isUnit).mp he
    rw [hL e (by linarith)] at h
    have h4 : e = 0 - 4 / (3 - e) := by exact_mod_cast h
    have h5 : 4 / (3 - e) * (3 - e) = 4 := div_mul_cancel₀ 4 (by linarith)
    have h6 : 4 / (3 - e) = -e := by linarith
    rw [h6] at h5
    nlinarith
  · rw [hL 0 (by norm_num), Complex.ofReal_re]
    norm_num

end

end FrozenDownfolding
```

```lean
#print axioms FrozenDownfolding.frozen_downfolding_overestimates
-- 'FrozenDownfolding.frozen_downfolding_overestimates' depends on axioms: [propext, Classical.choice, Quot.sound]
```
